# The plane-wave kinetic error of a periodic $|x|$ falls as $1/M$

How slowly do plane waves recover the kinetic energy of a function with a kink? The error is measured here by the mean squared difference of the slopes, in which the isolated points without a slope carry no weight. Let $f$ be the $2\pi$-periodic extension of $|x|$ from $[-\pi,\pi]$, $S_M$ its Fourier sum over $|n|\le M$, and

$$E(M)=\frac1{2\pi}\int_{-\pi}^{\pi}(f'-S_M')^2\,dx .$$

Then $M\,E(M)\to 4/\pi^2$.

## From Fourier coefficients to a tail over odd numbers

Since $f$ is even, its sine coefficients vanish. For $n\ge1$ its cosine coefficients are

$$a_n=\frac2\pi\int_0^\pi x\cos nx\,dx=\frac2\pi\left[\frac{x\sin nx}{n}+\frac{\cos nx}{n^2}\right]_0^\pi=\frac{2((-1)^n-1)}{\pi n^2}.$$

Hence $S_M'=\sum_{n=1}^M b_n\sin nx$ with $b_n=-na_n$, which is $4/(\pi n)$ for odd $n$ and zero for even $n$. (The letter $b_n$ belongs to the slope, not to $f$.)

The slope $f'$ is $1$ on $(0,\pi)$ and $-1$ on $(-\pi,0)$, and the sine sum $S_M'$ is odd as well, so both halves contribute equally. With $\int_0^\pi\sin nx\,dx=\frac\pi2 b_n$ and sine orthogonality,

$$E(M)=\frac1\pi\int_0^\pi(1-S_M')^2dx=1-\sum_{n=1}^M b_n^2+\frac12\sum_{n=1}^M b_n^2=1-\frac12\sum_{n=1}^M b_n^2 .$$

The mean squares of $f'$ and $S_M'$ are $1$ and $\frac12\sum_{n=1}^M b_n^2$, so $E(M)$ is also the kinetic energy per unit length missing from $S_M$, up to the factor $\hbar^2/2m$ with the particle mass $m$. The inverse odd squares sum to $\pi^2/6-\pi^2/24=\pi^2/8$, so

$$E(M)=\frac8{\pi^2}\sum_{n>M,\ n\text{ odd}}\frac1{n^2}.$$

For odd $n\ge3$,

$$\frac1n-\frac1{n+2}\le\frac2{n^2}\le\frac1{n-1}-\frac1{n+1}.$$

Let $M\ge1$ and let $N$ be the first odd number above $M$, so that $M+1\le N\le M+2$. Telescoping gives

$$\frac4{\pi^2(M+2)}\le\frac{4}{\pi^2N}\le E(M)\le\frac4{\pi^2(N-1)}\le\frac4{\pi^2M}.$$

Multiplying by $M$ squeezes $M\,E(M)$ to $4/\pi^2$.

## The function and its error in Lean

```lean
import Mathlib

open Real MeasureTheory Filter Topology

namespace CuspKinetic

noncomputable section
```

The function $f$ is `cusp`; "cusp" means a jump in slope, and there is one at $0$ and one at $\pm\pi$.

```lean
/-- The periodic cusp function, written as `arccos (cos x)`. -/
def cusp (x : ℝ) : ℝ := arccos (cos x)
```

The coefficients are integrals over a period. The real sum below, with wave numbers `n + 1` from $1$ to $M$, equals the plane-wave sum over $|n|\le M$.

```lean
/-- Cosine Fourier coefficient of `f` over the period `[-π, π]`. -/
def cosCoeff (f : ℝ → ℝ) (n : ℕ) : ℝ := 1 / π * ∫ x in (-π)..π, f x * cos (n * x)

/-- Sine Fourier coefficient of `f` over the period `[-π, π]`. -/
def sinCoeff (f : ℝ → ℝ) (n : ℕ) : ℝ := 1 / π * ∫ x in (-π)..π, f x * sin (n * x)

/-- Fourier partial sum of `f` with all wave numbers up to `M`, in real form. -/
def partialSum (f : ℝ → ℝ) (M : ℕ) (x : ℝ) : ℝ :=
  cosCoeff f 0 / 2 + ∑ n ∈ Finset.range M,
    (cosCoeff f (n + 1) * cos ((n + 1 : ℕ) * x) + sinCoeff f (n + 1) * sin ((n + 1 : ℕ) * x))
```

`kineticError cusp M` is $E(M)$, without the factor $\hbar^2/2m$ and for unnormalised $f$. Dividing by the mean square $\pi^2/3$ of $f$ would change the limit to $12/\pi^4$.

```lean
/-- Kinetic error: the mean over a period of the squared error of the slope. -/
def kineticError (f : ℝ → ℝ) (M : ℕ) : ℝ :=
  1 / (2 * π) * ∫ x in (-π)..π, (deriv f x - deriv (partialSum f M) x) ^ 2
```

`slopeCoeff n` is $b_n$, and `slopeSum` is the claimed form of $S_M'$.

```lean
/-- Amplitude of `sin (n x)` in the slope of the cusp function, for `n ≥ 1`. -/
def slopeCoeff (n : ℕ) : ℝ := 2 * (1 - (-1) ^ n) / π / n

/-- The sine series of the slope, cut off at wave number `M`. -/
def slopeSum (M : ℕ) (x : ℝ) : ℝ :=
  ∑ n ∈ Finset.range M, slopeCoeff (n + 1) * sin ((n + 1 : ℕ) * x)
```

The next theorem confirms that `cusp` is the intended periodic extension.

```lean
/-- The cusp function has period `2π` and equals `|x|` on `[-π, π]`. -/
theorem cusp_spec : Function.Periodic cusp (2 * π) ∧ ∀ x, |x| ≤ π → cusp x = |x| := by
  refine ⟨fun x => by simp only [cusp, cos_add_two_pi], fun x h => ?_⟩
  rw [cusp, ← cos_abs x, arccos_cos (abs_nonneg x) h]
```

## Slope error as a sum of squares

Explicit antiderivatives give the sine overlaps.

```lean
/-- Derivatives of the sine and cosine waves of wave number `k`. -/
theorem mode_derivatives (k x : ℝ) :
    HasDerivAt (fun y => sin (k * y)) (cos (k * x) * k) x ∧
    HasDerivAt (fun y => cos (k * y)) (-sin (k * x) * k) x := by
  have h := (hasDerivAt_id' x).const_mul k
  exact ⟨by simpa only [mul_one] using h.sin, by simpa only [mul_one] using h.cos⟩

/-- For natural numbers `j` and `k > 0`, the integral of `sin (j x) * sin (k x)` over `[0, π]` is
`π / 2` if `j = k` and zero otherwise. -/
theorem sine_overlap (j k : ℕ) (hk : 0 < k) :
    ∫ x in (0 : ℝ)..π, sin (j * x) * sin (k * x) = if j = k then π / 2 else 0 := by
  split_ifs with h
  · rw [h]
    have hi : (k : ℝ) * (k : ℝ)⁻¹ = 1 := mul_inv_cancel₀ (by positivity)
    have hd : ∀ x : ℝ, HasDerivAt (fun y : ℝ => y / 2 - sin (k * y) * cos (k * y) / (2 * k))
        (sin (k * x) * sin (k * x)) x := by
      intro x
      obtain ⟨hs, hc⟩ := mode_derivatives k x
      refine (((hasDerivAt_id' x).div_const 2).fun_sub
        ((hs.fun_mul hc).div_const (2 * (k : ℝ)))).congr_deriv ?_
      linear_combination (-(cos (k * x) ^ 2 - sin (k * x) ^ 2) / 2) * hi
        - (1 / 2) * sin_sq_add_cos_sq (k * x)
    refine (intervalIntegral.integral_eq_sub_of_hasDerivAt (fun x _ => hd x)
      (Continuous.intervalIntegrable (by fun_prop) _ _)).trans ?_
    simp [sin_nat_mul_pi]
  · have hne : (j : ℝ) ^ 2 - (k : ℝ) ^ 2 ≠ 0 := fun e => h (by
      exact_mod_cast (sq_eq_sq₀ (Nat.cast_nonneg j) (Nat.cast_nonneg k)).mp (sub_eq_zero.mp e))
    have hd : ∀ x : ℝ, HasDerivAt (fun y : ℝ => (k * (sin (j * y) * cos (k * y))
        - j * (cos (j * y) * sin (k * y))) / ((j : ℝ) ^ 2 - (k : ℝ) ^ 2))
        (sin (j * x) * sin (k * x)) x := by
      intro x
      obtain ⟨hs, hc⟩ := mode_derivatives j x
      obtain ⟨hs', hc'⟩ := mode_derivatives k x
      refine ((((hs.fun_mul hc').const_mul (k : ℝ)).fun_sub
        ((hc.fun_mul hs').const_mul (j : ℝ))).div_const _).congr_deriv ?_
      linear_combination sin (j * x) * sin (k * x) * mul_inv_cancel₀ hne
    refine (intervalIntegral.integral_eq_sub_of_hasDerivAt (fun x _ => hd x)
      (Continuous.intervalIntegrable (by fun_prop) _ _)).trans ?_
    simp [sin_nat_mul_pi]
```

For the coefficients, `fold` maps the period onto $[0,\pi]$, where parity removes the sine part.

```lean
/-- For `n ≥ 1` the cosine coefficient of the cusp function is minus the slope amplitude
over `n`, and the sine coefficient vanishes. -/
theorem cusp_coeffs (n : ℕ) (hn : 0 < n) :
    cosCoeff cusp n = -slopeCoeff n / n ∧ sinCoeff cusp n = 0 := by
  have hc : Continuous cusp := continuous_arccos.comp continuous_cos
  have he : ∀ x, cusp (-x) = cusp x := fun x => by simp only [cusp, cos_neg]
  have hi : (n : ℝ) * (n : ℝ)⁻¹ = 1 := mul_inv_cancel₀ (by positivity)
  -- fold the period onto `[0, π]`
  have fold : ∀ g : ℝ → ℝ, Continuous g → ∫ x in (-π)..π, g x =
      (∫ x in (0 : ℝ)..π, g x) + ∫ x in (0 : ℝ)..π, g (-x) := by
    intro g hg
    rw [intervalIntegral.integral_comp_neg, neg_zero, add_comm]
    exact (intervalIntegral.integral_add_adjacent_intervals
      (hg.intervalIntegrable _ _) (hg.intervalIntegrable _ _)).symm
  have hI : ∫ x in (0 : ℝ)..π, cusp x * cos (n * x) = ((-1) ^ n - 1) / (n : ℝ) ^ 2 := by
    have hd : ∀ x : ℝ, HasDerivAt (fun y : ℝ => y * sin (n * y) / n + cos (n * y) / (n : ℝ) ^ 2)
        (x * cos (n * x)) x := by
      intro x
      obtain ⟨hs, hc⟩ := mode_derivatives n x
      refine ((((hasDerivAt_id' x).fun_mul hs).div_const (n : ℝ)).fun_add
        (hc.div_const ((n : ℝ) ^ 2))).congr_deriv ?_
      linear_combination (x * cos (n * x) - sin (n * x) * (n : ℝ)⁻¹) * hi
    have hx : ∫ x in (0 : ℝ)..π, cusp x * cos (n * x) = ∫ x in (0 : ℝ)..π, x * cos (n * x) := by
      refine intervalIntegral.integral_congr fun x hx => ?_
      rw [Set.uIcc_of_le pi_pos.le] at hx
      have h : cusp x = x := arccos_cos hx.1 hx.2
      simp only [h]
    refine hx.trans ((intervalIntegral.integral_eq_sub_of_hasDerivAt (fun x _ => hd x)
      (Continuous.intervalIntegrable (by fun_prop) _ _)).trans ?_)
    simp only [sin_nat_mul_pi, cos_nat_mul_pi, mul_zero, sin_zero, cos_zero]
    ring
  constructor
  · have hf := fold (fun x => cusp x * cos (n * x)) (hc.mul (by fun_prop))
    simp only [he, mul_neg, cos_neg] at hf
    rw [cosCoeff, hf, hI, slopeCoeff]
    ring
  · have hf := fold (fun x => cusp x * sin (n * x)) (hc.mul (by fun_prop))
    simp only [he, mul_neg, sin_neg, intervalIntegral.integral_neg] at hf
    rw [sinCoeff, hf]
    ring

/-- The slope of the Fourier partial sum of the cusp function is the truncated sine series. -/
theorem deriv_partialSum (M : ℕ) (x : ℝ) : deriv (partialSum cusp M) x = slopeSum M x := by
  have hp : partialSum cusp M = fun y => cosCoeff cusp 0 / 2 + ∑ n ∈ Finset.range M,
      -slopeCoeff (n + 1) / (n + 1 : ℕ) * cos ((n + 1 : ℕ) * y) := by
    funext y
    rw [partialSum]
    congr 1
    refine Finset.sum_congr rfl fun n _ => ?_
    rw [(cusp_coeffs (n + 1) n.succ_pos).1, (cusp_coeffs (n + 1) n.succ_pos).2, zero_mul, add_zero]
  rw [hp]
  refine (HasDerivAt.const_add _ (HasDerivAt.fun_sum fun n _ => ?_)).deriv
  have hi : ((n + 1 : ℕ) : ℝ) * ((n + 1 : ℕ) : ℝ)⁻¹ = 1 :=
    mul_inv_cancel₀ (Nat.cast_ne_zero.mpr n.succ_ne_zero)
  refine ((mode_derivatives ((n + 1 : ℕ) : ℝ) x).2.const_mul _).congr_deriv ?_
  linear_combination slopeCoeff (n + 1) * sin ((n + 1 : ℕ) * x) * hi
```

Induction on $M$ adds one wave at a time: `e1` is orthogonality to the earlier waves, `e2` the overlap with the constant slope.

```lean
/-- The integral over `[0, π]` of the squared difference between the constant one and the truncated
sine series is `π` minus `π / 2` times the sum of the squared amplitudes. -/
theorem slope_residual (M : ℕ) : ∫ x in (0 : ℝ)..π, (1 - slopeSum M x) ^ 2 =
    π - π / 2 * ∑ n ∈ Finset.range M, slopeCoeff (n + 1) ^ 2 := by
  induction M with
  | zero => simp [slopeSum]
  | succ M ih =>
    have hc : Continuous (fun x => slopeSum M x) := by unfold slopeSum; fun_prop
    -- the new wave is orthogonal to the earlier ones
    have e1 : ∫ x in (0 : ℝ)..π, slopeSum M x * sin ((M + 1 : ℕ) * x) = 0 := by
      simp only [slopeSum, Finset.sum_mul]
      rw [intervalIntegral.integral_finsetSum
        (fun i _ => Continuous.intervalIntegrable (by fun_prop) _ _)]
      refine Finset.sum_eq_zero fun i hi => ?_
      have hlt := Finset.mem_range.mp hi
      simp only [mul_assoc, intervalIntegral.integral_const_mul]
      rw [sine_overlap _ _ M.succ_pos, if_neg (by omega), mul_zero]
    have e2 : ∫ x in (0 : ℝ)..π, sin ((M + 1 : ℕ) * x) = π / 2 * slopeCoeff (M + 1) := by
      have hi : ((M + 1 : ℕ) : ℝ) * ((M + 1 : ℕ) : ℝ)⁻¹ = 1 :=
        mul_inv_cancel₀ (Nat.cast_ne_zero.mpr M.succ_ne_zero)
      have hd : ∀ x : ℝ, HasDerivAt (fun y : ℝ => -(((M + 1 : ℕ) : ℝ)⁻¹) * cos ((M + 1 : ℕ) * y))
          (sin ((M + 1 : ℕ) * x)) x := fun x =>
        ((mode_derivatives ((M + 1 : ℕ) : ℝ) x).2.const_mul _).congr_deriv
          (by linear_combination sin ((M + 1 : ℕ) * x) * hi)
      refine (intervalIntegral.integral_eq_sub_of_hasDerivAt (fun x _ => hd x)
        (Continuous.intervalIntegrable (by fun_prop) _ _)).trans ?_
      simp only [cos_nat_mul_pi, mul_zero, cos_zero, slopeCoeff]
      linear_combination (-(1 - (-1) ^ (M + 1)) * ((M + 1 : ℕ) : ℝ)⁻¹) * mul_inv_cancel₀ pi_ne_zero
    have e3 := sine_overlap (M + 1) (M + 1) M.succ_pos
    rw [if_pos rfl] at e3
    have hx : ∀ x, (1 - slopeSum (M + 1) x) ^ 2 = (1 - slopeSum M x) ^ 2
        - 2 * slopeCoeff (M + 1) * sin ((M + 1 : ℕ) * x)
        + 2 * slopeCoeff (M + 1) * (slopeSum M x * sin ((M + 1 : ℕ) * x))
        + slopeCoeff (M + 1) ^ 2 * (sin ((M + 1 : ℕ) * x) * sin ((M + 1 : ℕ) * x)) := by
      intro x
      have h : slopeSum (M + 1) x = slopeSum M x + slopeCoeff (M + 1) * sin ((M + 1 : ℕ) * x) :=
        Finset.sum_range_succ _ _
      rw [h]
      ring
    simp only [hx]
    rw [intervalIntegral.integral_add, intervalIntegral.integral_add, intervalIntegral.integral_sub,
      intervalIntegral.integral_const_mul, intervalIntegral.integral_const_mul,
      intervalIntegral.integral_const_mul, ih, e1, e2, e3, Finset.sum_range_succ]
    · ring
    all_goals exact Continuous.intervalIntegrable (by fun_prop) _ _
```

The full period is split at the kink, and `key` replaces the derivative by its value on each open half.

```lean
/-- The kinetic error of the cusp function is one minus half the sum of the squared
slope amplitudes up to the cutoff. -/
theorem kineticError_eq (M : ℕ) : kineticError cusp M =
    1 - 1 / 2 * ∑ n ∈ Finset.range M, slopeCoeff (n + 1) ^ 2 := by
  have hc : Continuous (fun x => slopeSum M x) := by unfold slopeSum; fun_prop
  obtain ⟨G, hG⟩ : ∃ G : ℝ → ℝ, G = fun x => (deriv cusp x - deriv (partialSum cusp M) x) ^ 2 :=
    ⟨_, rfl⟩
  have hk : kineticError cusp M = 1 / (2 * π) * ∫ x in (-π)..π, G x := by rw [hG]; rfl
  -- the isolated points without a derivative do not affect the integral
  have key : ∀ (a b : ℝ) (h : ℝ → ℝ), a ≤ b → Continuous h → Set.EqOn h G (Set.Ioo a b) →
      IntervalIntegrable G volume a b ∧ (∫ x in a..b, G x) = ∫ x in a..b, h x := by
    intro a b h hab hh he
    constructor
    · rw [intervalIntegrable_iff_integrableOn_Ioo_of_le hab]
      exact ((intervalIntegrable_iff_integrableOn_Ioo_of_le hab).mp
        (hh.intervalIntegrable a b)).congr_fun he measurableSet_Ioo
    · rw [intervalIntegral.integral_of_le hab, intervalIntegral.integral_of_le hab,
        integral_Ioc_eq_integral_Ioo, integral_Ioc_eq_integral_Ioo]
      exact (setIntegral_congr_fun measurableSet_Ioo he).symm
  have R := key 0 π (fun x => (1 - slopeSum M x) ^ 2) pi_pos.le (by fun_prop) (by
    intro x hx
    have h : cusp =ᶠ[𝓝 x] fun y => y := by
      filter_upwards [Ioo_mem_nhds hx.1 hx.2] with y hy
      exact arccos_cos hy.1.le hy.2.le
    have hd : deriv cusp x = 1 := h.deriv_eq.trans (hasDerivAt_id' x).deriv
    simp only [hG, hd, deriv_partialSum])
  have L := key (-π) 0 (fun x => (-1 - slopeSum M x) ^ 2) (by linarith [pi_pos]) (by fun_prop) (by
    intro x hx
    have h : cusp =ᶠ[𝓝 x] fun y => -y := by
      filter_upwards [Ioo_mem_nhds hx.1 hx.2] with y hy
      rw [cusp_spec.2 y (by rw [abs_of_neg hy.2]; linarith [hy.1]), abs_of_neg hy.2]
    have hd : deriv cusp x = -1 := h.deriv_eq.trans (hasDerivAt_id' x).fun_neg.deriv
    simp only [hG, hd, deriv_partialSum])
  have hs : ∫ x in (-π)..0, (-1 - slopeSum M x) ^ 2 = ∫ x in (0 : ℝ)..π, (1 - slopeSum M x) ^ 2 := by
    have h := intervalIntegral.integral_comp_neg (a := 0) (b := π)
      (fun x => (-1 - slopeSum M x) ^ 2)
    rw [neg_zero] at h
    rw [← h]
    refine intervalIntegral.integral_congr fun x _ => ?_
    have ho : slopeSum M (-x) = -slopeSum M x := by
      simp only [slopeSum, mul_neg, sin_neg, Finset.sum_neg_distrib]
    simp only [ho]
    ring
  rw [hk, ← intervalIntegral.integral_add_adjacent_intervals L.1 R.1, L.2, R.2, hs, slope_residual]
  linear_combination (1 - 1 / 2 * ∑ n ∈ Finset.range M, slopeCoeff (n + 1) ^ 2) *
    mul_inv_cancel₀ pi_ne_zero
```

## The two-sided bound and the limit

Here `hodd` is the sum $\pi^2/8$. In `up` and `lo`, the error minus its comparison term is monotone and tends to zero, which fixes its sign.

```lean
/-- For every cutoff `M ≥ 1` the kinetic error of the cusp function lies between
`4 / (π² (M + 2))` and `4 / (π² M)`. -/
theorem kineticError_bounds (M : ℕ) (hM : 0 < M) :
    4 / π ^ 2 / (M + 2) ≤ kineticError cusp M ∧ kineticError cusp M ≤ 4 / π ^ 2 / M := by
  have hc : 0 ≤ 4 / π ^ 2 := by positivity
  -- only odd wave numbers lower the error
  have odd : ∀ m : ℕ, kineticError cusp (2 * m + 1) =
      kineticError cusp (2 * m) - 8 / π ^ 2 * (1 / (2 * (m : ℝ) + 1)) ^ 2 := by
    intro m
    have h : slopeCoeff (2 * m + 1) = 4 / π / (2 * (m : ℝ) + 1) := by
      rw [slopeCoeff, pow_succ, pow_mul]
      push_cast
      norm_num
    rw [kineticError_eq, kineticError_eq, Finset.sum_range_succ, h]
    ring
  have even : ∀ m : ℕ, kineticError cusp (2 * m + 2) = kineticError cusp (2 * m + 1) := by
    intro m
    have hp : (-1 : ℝ) ^ (2 * m + 1 + 1) = 1 := by
      rw [show 2 * m + 1 + 1 = 2 * (m + 1) by ring, pow_mul]
      norm_num
    have h : slopeCoeff (2 * m + 1 + 1) = 0 := by
      rw [slopeCoeff, hp]
      simp
    rw [kineticError_eq, kineticError_eq, Finset.sum_range_succ, h]
    ring
  -- the inverse odd squares sum to `π² / 8`
  have hodd : HasSum (fun j : ℕ => (1 / (2 * (j : ℝ) + 1)) ^ 2) (π ^ 2 / 8) := by
    have he : HasSum (fun k : ℕ => 1 / ((2 * k : ℕ) : ℝ) ^ 2) (π ^ 2 / 24) := by
      have hf : (fun k : ℕ => 1 / ((2 * k : ℕ) : ℝ) ^ 2) =
          fun k : ℕ => (1 / 4 : ℝ) * (1 / (k : ℝ) ^ 2) := by
        funext k
        push_cast
        ring
      rw [hf, show π ^ 2 / 24 = 1 / 4 * (π ^ 2 / 6) by ring]
      exact hasSum_zeta_two.mul_left (1 / 4 : ℝ)
    have ho : Summable (fun k : ℕ => 1 / ((2 * k + 1 : ℕ) : ℝ) ^ 2) :=
      hasSum_zeta_two.summable.comp_injective (i := fun k : ℕ => 2 * k + 1) (fun a b h => by
        have h' : 2 * a + 1 = 2 * b + 1 := h
        omega)
    have hu := (HasSum.even_add_odd (f := fun n : ℕ => 1 / (n : ℝ) ^ 2) he ho.hasSum).unique
      hasSum_zeta_two
    convert ho.hasSum using 1
    · funext k
      push_cast
      rw [div_pow, one_pow]
    · linarith
  have hR : ∀ m : ℕ, kineticError cusp (2 * m) =
      1 - 8 / π ^ 2 * ∑ j ∈ Finset.range m, (1 / (2 * (j : ℝ) + 1)) ^ 2 := by
    intro m
    induction m with
    | zero => simp [kineticError_eq]
    | succ m ih =>
      rw [Finset.sum_range_succ, show 2 * (m + 1) = 2 * m + 2 by ring, even, odd, ih]
      ring
  have hlim : Tendsto (fun m : ℕ => kineticError cusp (2 * m)) atTop (𝓝 0) := by
    have h := (hodd.tendsto_sum_nat.const_mul (8 / π ^ 2)).const_sub 1
    have h0 : (1 : ℝ) - 8 / π ^ 2 * (π ^ 2 / 8) = 0 := by
      rw [sub_eq_zero]
      field_simp
    rw [h0] at h
    exact h.congr fun m => (hR m).symm
  have hz : ∀ a : ℝ, Tendsto (fun m : ℕ => 4 / π ^ 2 / (2 * (m : ℝ) + a)) atTop (𝓝 0) := fun a =>
    (tendsto_atTop_add_const_right _ a
      (tendsto_natCast_atTop_atTop.const_mul_atTop two_pos)).const_div_atTop _
  -- telescoping comparison from above and from below
  have up : ∀ m : ℕ, kineticError cusp (2 * m + 2) ≤ 4 / π ^ 2 / (2 * (m : ℝ) + 2) := by
    intro m
    have hmono : Monotone fun m : ℕ =>
        kineticError cusp (2 * (m + 1)) - 4 / π ^ 2 / (2 * (m : ℝ) + 2) := by
      refine monotone_nat_of_le_succ fun m => ?_
      have h : 2 * (1 / (2 * (m : ℝ) + 3)) ^ 2 ≤ 1 / (2 * (m : ℝ) + 2) - 1 / (2 * (m : ℝ) + 4) := by
        rw [div_sub_div _ _ (by positivity) (by positivity), div_pow, ← mul_div_assoc,
          div_le_div_iff₀ (by positivity) (by positivity)]
        nlinarith
      have h' := mul_le_mul_of_nonneg_left h hc
      rw [show 2 * (m + 1 + 1) = 2 * (m + 1) + 2 by ring, even, odd]
      push_cast
      linear_combination h'
    have hl := (hlim.comp (tendsto_add_atTop_nat 1)).sub (hz 2)
    rw [sub_zero] at hl
    have h := hmono.ge_of_tendsto hl m
    exact sub_nonpos.mp h
  have lo : ∀ m : ℕ, 4 / π ^ 2 / (2 * (m : ℝ) + 1) ≤ kineticError cusp (2 * m) := by
    intro m
    have hanti : Antitone fun m : ℕ =>
        kineticError cusp (2 * m) - 4 / π ^ 2 / (2 * (m : ℝ) + 1) := by
      refine antitone_nat_of_succ_le fun m => ?_
      have h : 1 / (2 * (m : ℝ) + 1) - 1 / (2 * (m : ℝ) + 3) ≤ 2 * (1 / (2 * (m : ℝ) + 1)) ^ 2 := by
        rw [div_sub_div _ _ (by positivity) (by positivity), div_pow, ← mul_div_assoc,
          div_le_div_iff₀ (by positivity) (by positivity)]
        have hm : (0 : ℝ) ≤ m := Nat.cast_nonneg m
        nlinarith [mul_nonneg hm hm]
      have h' := mul_le_mul_of_nonneg_left h hc
      rw [show 2 * (m + 1) = 2 * m + 2 by ring, even, odd]
      push_cast
      linear_combination h'
    have hl := hlim.sub (hz 1)
    rw [sub_zero] at hl
    have h := hanti.le_of_tendsto hl m
    exact sub_nonneg.mp h
  obtain ⟨m, rfl | rfl⟩ := Nat.even_or_odd' M
  · obtain ⟨p, rfl⟩ : ∃ p, m = p + 1 := ⟨m - 1, by omega⟩
    constructor
    · refine le_trans ?_ (lo (p + 1))
      push_cast
      exact div_le_div_of_nonneg_left hc (by positivity) (by linarith)
    · refine (up p).trans (le_of_eq ?_)
      push_cast
      ring
  · constructor
    · rw [← even]
      refine le_trans (le_of_eq ?_) (lo (m + 1))
      push_cast
      ring
    · rw [← even]
      refine (up m).trans ?_
      push_cast
      exact div_le_div_of_nonneg_left hc (by positivity) (by linarith)
```

The condition `0 < M` serves the upper bound: at $M=0$ the error is $1$, while Lean evaluates $4/\pi^2/0$ as $0$.

```lean
/-- The cutoff `M` times the kinetic error of the cusp function tends to `4 / π²`. -/
theorem cusp_limited_convergence :
    Tendsto (fun M : ℕ => (M : ℝ) * kineticError cusp M) atTop (𝓝 (4 / π ^ 2)) := by
  have hl : Tendsto (fun M : ℕ => 4 / π ^ 2 - 2 * (4 / π ^ 2) / ((M : ℝ) + 2)) atTop
      (𝓝 (4 / π ^ 2)) := by
    have h := ((tendsto_atTop_add_const_right _ (2 : ℝ)
      (tendsto_natCast_atTop_atTop (R := ℝ))).const_div_atTop (2 * (4 / π ^ 2))).const_sub (4 / π ^ 2)
    rwa [sub_zero] at h
  refine tendsto_of_tendsto_of_tendsto_of_le_of_le' hl tendsto_const_nhds ?_ ?_
  · filter_upwards [eventually_gt_atTop 0] with M hM
    have h := mul_le_mul_of_nonneg_left (kineticError_bounds M hM).1 (Nat.cast_nonneg (α := ℝ) M)
    have hi : ((M : ℝ) + 2) * ((M : ℝ) + 2)⁻¹ = 1 := mul_inv_cancel₀ (by positivity)
    linear_combination h - 4 / π ^ 2 * hi
  · filter_upwards [eventually_gt_atTop 0] with M hM
    have h := mul_le_mul_of_nonneg_left (kineticError_bounds M hM).2 (Nat.cast_nonneg (α := ℝ) M)
    have hi : (M : ℝ) * (M : ℝ)⁻¹ = 1 := mul_inv_cancel₀ (by positivity)
    linear_combination h + 4 / π ^ 2 * hi

end

end CuspKinetic
```

Electron–nucleus cusps likewise slow plane-wave calculations that keep the bare Coulomb potential of the nuclei; pseudopotentials smooth these cusps away. The result here concerns one fixed function in one dimension. The step to a three-dimensional Coulomb cusp remains open here, and neither the exponent nor the constant should be carried over.

```lean
#print axioms CuspKinetic.kineticError_bounds
#print axioms CuspKinetic.cusp_limited_convergence
```

```
'CuspKinetic.kineticError_bounds' depends on axioms: [propext, Classical.choice, Quot.sound]
'CuspKinetic.cusp_limited_convergence' depends on axioms: [propext, Classical.choice, Quot.sound]
```
